# For covariance $\rho^{|i-j|}$ with $0<\rho<1$, both adjacent frames together predict a frame linearly with less error than any other single frame or any earlier block

## Does shuffling trajectory frames flatter the test error?

I took frames from one long molecular dynamics run of an alloy, shuffled them, and held out a tenth for testing. The test error looks excellent. When I hold out the end of the run instead, it is much worse. A colleague says that the shuffled test frames sit between training frames that almost give the answer away. But the first frame after a training block also has a training frame right next to it. Is having a neighbour on both sides really a different situation, and can the difference be calculated in a simple model?

## Two neighbours leave an error of $(1-\rho^2)/(1+\rho^2)$

Yes. Suppose that a quantity has mean zero, unit variance and covariance $\rho^{|i-j|}$ between frames $i$ and $j$, with $0<\rho<1$. The least mean-square error of linear prediction from both adjacent frames is $(1-\rho^2)/(1+\rho^2)$. From a single frame at lag $k\ge 1$ it is $1-\rho^{2k}$, which is strictly larger. For $\rho=0.9$ the two neighbours leave about $0.105$, one neighbour leaves $0.19$, and one frame ten steps away leaves about $0.88$.

The covariance stands for a fluctuation with a single relaxation time $\tau$: frames saved every $\Delta t$ have $\rho=e^{-\Delta t/\tau}$. For the validation of potentials, this one-quantity linear model illustrates how a held-out frame between two training frames can score well through time correlation alone.

### The derivation

Write $x_i$ for the centred quantity in frame $i$ and $\langle x_i,x_j\rangle=\rho^{|i-j|}$ for the covariance. A prediction of the target $x_t$ is a linear combination $y$ of training frames, and its error is $\|x_t-y\|^2$.

**Optimality.** Suppose that the residual $r=x_t-y$ is uncorrelated with every training frame. For any other prediction $z$, the difference $y-z$ is a combination of training frames, so it is orthogonal to $r$. Hence
$$\|x_t-z\|^2=\|y-z\|^2+\|r\|^2\ge\|r\|^2 .$$

**One frame, or a block.** Predict $x_t$ by $\rho^k x_j$, where $|t-j|=k$. The residual is uncorrelated with $x_j$, because $\rho^k-\rho^k\cdot 1=0$, and the error is
$$1-2\rho^{2k}+\rho^{2k}=1-\rho^{2k}.$$
If $j=t-k$ is the last frame of a training block, an earlier frame $x_{j-d}$ has covariance $\rho^{d+k}-\rho^k\rho^d=0$ with the residual. The rest of the block therefore adds nothing.

**Both neighbours.** Predict $x_t$ by $c\,(x_{t-1}+x_{t+1})$ with $c=\rho/(1+\rho^2)$. A training frame at $t+1+d$, with $d\ge0$, has covariance
$$\rho^{d+1}-c\,(\rho^{d+2}+\rho^{d})=\rho^d\bigl(\rho-c(1+\rho^2)\bigr)=0$$
with the residual, and a frame at $t-1-d$ gives the same expression. Adding more frames, short of the target itself, does not help. Since $c(1+\rho^2)=\rho$, the error is
$$1-4c\rho+2c^2(1+\rho^2)=1-2c\rho=\frac{1-\rho^2}{1+\rho^2}.$$

**Comparison.** Because $0<\rho<1$ and $k\ge1$,
$$\frac{1-\rho^2}{1+\rho^2}<1-\rho^2\le 1-\rho^{2k}.$$
At $\rho=0$ both errors are $1$ and at $\rho=1$ both are $0$, so the inequality is not strict at either end.

### What the Lean statements say

Frames are vectors `x 0, x 1, …` in a real inner product space `H`, and the inner product plays the part of the covariance. `HasExpCovariance ρ x` is the assumed covariance, which includes unit variance at $i=j$. Only second moments enter, so no Gaussian distribution is needed.

`predictionErrors x S t` is the set of errors $\|x_t-y\|^2$ for all $y$ in the linear span of the training frames `S`. `IsLeast` says that a number belongs to this set and is a lower bound for it, so some predictor attains the minimum.

In `two_neighbours_beat_any_single_frame` the target is frame $n+1$ and its neighbours are $n$ and $n+2$. The smallest case is target $1$ with neighbours $0$ and $2$. The single frame $j$ may lie on either side of the target.

`random_split_leaks` compares two training sets for the same target. The set `S` contains both neighbours but not the target, and `B` has a last frame `m` with $m\le n$. The least error from `S` is strictly smaller, even if `B` ends right beside the target. That settles your doubt about the first frame after a block.

The theorem does not draw the split at random: it applies to each held-out frame whose two neighbours were kept for training, which is the case for most held-out frames in a shuffled nine-to-one split of a long run. The predictor knows the covariance and sees the values in other frames. A real potential sees atomic structures and has to be fitted to finite data, so these numbers do not forecast its test error.

```lean
import Mathlib

noncomputable section

namespace CorrelatedFramePrediction

variable {H : Type*} [NormedAddCommGroup H] [InnerProductSpace ℝ H]

/-- The frames `x 0, x 1, …` have unit variance and covariance `ρ ^ |i - j|`, the inner product
being the covariance of centred quantities. -/
def HasExpCovariance (ρ : ℝ) (x : ℕ → H) : Prop :=
  ∀ i j : ℕ, inner ℝ (x i) (x j) = ρ ^ ((i : ℤ) - (j : ℤ)).natAbs

/-- The mean-square errors of all linear predictions of frame `t` from the frames in the
training set `S`. -/
def predictionErrors (x : ℕ → H) (S : Set ℕ) (t : ℕ) : Set ℝ :=
  {e | ∃ y ∈ Submodule.span ℝ (x '' S), e = ‖x t - y‖ ^ 2}

/-- A linear prediction whose residual is uncorrelated with every training frame has the least
mean-square error. -/
theorem isLeast_of_uncorrelated {x : ℕ → H} {S : Set ℕ} {t : ℕ} {y : H}
    (hy : y ∈ Submodule.span ℝ (x '' S))
    (horth : ∀ m ∈ S, inner ℝ (x m) (x t - y) = 0) :
    IsLeast (predictionErrors x S t) (‖x t - y‖ ^ 2) := by
  refine ⟨⟨y, hy, rfl⟩, ?_⟩
  rintro e ⟨z, hz, rfl⟩
  -- the residual is orthogonal to the whole span
  have h : ∀ v ∈ Submodule.span ℝ (x '' S), inner ℝ v (x t - y) = 0 := by
    intro v hv
    induction hv using Submodule.span_induction with
    | mem v hv =>
      obtain ⟨m, hm, rfl⟩ := hv
      exact horth m hm
    | zero => exact inner_zero_left _
    | add u v _ _ hu hv => rw [inner_add_left, hu, hv, add_zero]
    | smul c v _ hv => rw [real_inner_smul_left, hv, mul_zero]
  have h1 := h (y - z) (Submodule.sub_mem _ hy hz)
  have h2 : x t - z = (y - z) + (x t - y) := by abel
  -- Pythagoras
  rw [h2, norm_add_sq_real, h1]
  nlinarith [sq_nonneg ‖y - z‖]

/-- If `HasExpCovariance ρ x` holds, frames at lag `d` have covariance `ρ ^ d`. -/
theorem covariance_of_lag {ρ : ℝ} {x : ℕ → H} (hx : HasExpCovariance ρ x) {i j d : ℕ}
    (h : ((i : ℤ) - (j : ℤ)).natAbs = d) : inner ℝ (x i) (x j) = ρ ^ d := by
  rw [hx, h]

/-- If `HasExpCovariance ρ x` holds, predicting frame `i` by `ρ ^ k` times frame `j`, at lag `k`,
has mean-square error `1 - ρ ^ (2 k)`. -/
theorem lag_error {ρ : ℝ} {x : ℕ → H} (hx : HasExpCovariance ρ x) {i j k : ℕ}
    (h : ((i : ℤ) - (j : ℤ)).natAbs = k) :
    ‖x i - ρ ^ k • x j‖ ^ 2 = 1 - ρ ^ (2 * k) := by
  have hii := covariance_of_lag hx (i := i) (j := i) (d := 0) (by omega)
  have hjj := covariance_of_lag hx (i := j) (j := j) (d := 0) (by omega)
  have hij := covariance_of_lag hx h
  have hji := covariance_of_lag hx (i := j) (j := i) (d := k) (by omega)
  rw [← real_inner_self_eq_norm_sq]
  simp only [inner_sub_left, inner_sub_right, real_inner_smul_left, real_inner_smul_right,
    hii, hjj, hij, hji]
  ring

/-- Suppose that `HasExpCovariance ρ x` holds. If the training set contains frame `n` and no later
frame, the least error for frame `n + k` is `1 - ρ ^ (2 k)`. -/
theorem block_split_error {ρ : ℝ} {x : ℕ → H} (hx : HasExpCovariance ρ x) {S : Set ℕ}
    {n : ℕ} (k : ℕ) (hn : n ∈ S) (hS : ∀ m ∈ S, m ≤ n) :
    IsLeast (predictionErrors x S (n + k)) (1 - ρ ^ (2 * k)) := by
  rw [← lag_error hx (i := n + k) (j := n) (k := k) (by omega)]
  refine isLeast_of_uncorrelated
    (Submodule.smul_mem _ _ (Submodule.subset_span (Set.mem_image_of_mem x hn))) ?_
  intro m hm
  obtain ⟨d, hd⟩ := Nat.exists_eq_add_of_le (hS m hm)
  rw [inner_sub_right, real_inner_smul_right,
    covariance_of_lag hx (i := m) (j := n + k) (d := d + k) (by omega),
    covariance_of_lag hx (i := m) (j := n) (d := d) (by omega)]
  ring

/-- Suppose that `HasExpCovariance ρ x` holds. If the training set contains both neighbours of frame
`n + 1` but not that frame itself, the least error for it is `(1 - ρ²) / (1 + ρ²)`, whatever other
frames the set contains. -/
theorem neighbour_error {ρ : ℝ} {x : ℕ → H} (hx : HasExpCovariance ρ x) {S : Set ℕ} {n : ℕ}
    (h0 : n ∈ S) (h2 : n + 2 ∈ S) (h1 : n + 1 ∉ S) :
    IsLeast (predictionErrors x S (n + 1)) ((1 - ρ ^ 2) / (1 + ρ ^ 2)) := by
  have hD : (1 + ρ ^ 2 : ℝ) ≠ 0 := by positivity
  -- the common weight of the two neighbours
  obtain ⟨c, hc⟩ : ∃ c : ℝ, c * (1 + ρ ^ 2) = ρ := ⟨ρ / (1 + ρ ^ 2), div_mul_cancel₀ _ hD⟩
  have herr : ‖x (n + 1) - c • (x n + x (n + 2))‖ ^ 2 = (1 - ρ ^ 2) / (1 + ρ ^ 2) := by
    have a00 := covariance_of_lag hx (i := n) (j := n) (d := 0) (by omega)
    have a11 := covariance_of_lag hx (i := n + 1) (j := n + 1) (d := 0) (by omega)
    have a22 := covariance_of_lag hx (i := n + 2) (j := n + 2) (d := 0) (by omega)
    have a01 := covariance_of_lag hx (i := n) (j := n + 1) (d := 1) (by omega)
    have a10 := covariance_of_lag hx (i := n + 1) (j := n) (d := 1) (by omega)
    have a12 := covariance_of_lag hx (i := n + 1) (j := n + 2) (d := 1) (by omega)
    have a21 := covariance_of_lag hx (i := n + 2) (j := n + 1) (d := 1) (by omega)
    have a02 := covariance_of_lag hx (i := n) (j := n + 2) (d := 2) (by omega)
    have a20 := covariance_of_lag hx (i := n + 2) (j := n) (d := 2) (by omega)
    rw [← real_inner_self_eq_norm_sq, eq_div_iff hD]
    simp only [inner_sub_left, inner_sub_right, inner_add_left, inner_add_right,
      real_inner_smul_left, real_inner_smul_right, a00, a11, a22, a01, a10, a12, a21, a02, a20]
    linear_combination 2 * (c * (1 + ρ ^ 2) - ρ) * hc
  rw [← herr]
  refine isLeast_of_uncorrelated (Submodule.smul_mem _ _ (Submodule.add_mem _
    (Submodule.subset_span (Set.mem_image_of_mem x h0))
    (Submodule.subset_span (Set.mem_image_of_mem x h2)))) ?_
  intro m hm
  have hne : m ≠ n + 1 := fun h => h1 (h ▸ hm)
  rw [inner_sub_right, real_inner_smul_right, inner_add_right]
  -- the training frame lies before or after the target
  rcases Nat.lt_or_ge n m with h | h
  · obtain ⟨d, hd⟩ := Nat.exists_eq_add_of_le (show n + 2 ≤ m by omega)
    rw [covariance_of_lag hx (i := m) (j := n + 1) (d := d + 1) (by omega),
      covariance_of_lag hx (i := m) (j := n) (d := d + 2) (by omega),
      covariance_of_lag hx (i := m) (j := n + 2) (d := d) (by omega)]
    linear_combination (-ρ ^ d) * hc
  · obtain ⟨d, hd⟩ := Nat.exists_eq_add_of_le h
    rw [covariance_of_lag hx (i := m) (j := n + 1) (d := d + 1) (by omega),
      covariance_of_lag hx (i := m) (j := n) (d := d) (by omega),
      covariance_of_lag hx (i := m) (j := n + 2) (d := d + 2) (by omega)]
    linear_combination (-ρ ^ d) * hc

/-- For `0 < ρ < 1` and every lag `k ≥ 1`, `(1 - ρ²) / (1 + ρ²)` is strictly below
`1 - ρ ^ (2 k)`. -/
theorem neighbour_lt_lag {ρ : ℝ} (h0 : 0 < ρ) (h1 : ρ < 1) {k : ℕ} (hk : 1 ≤ k) :
    (1 - ρ ^ 2) / (1 + ρ ^ 2) < 1 - ρ ^ (2 * k) := by
  have hp : ρ ^ (2 * k) ≤ ρ ^ 2 := pow_le_pow_of_le_one h0.le h1.le (by omega)
  have hs : 0 < ρ ^ 2 := by positivity
  have hl : 0 < 1 - ρ ^ 2 := by nlinarith
  have hq : (1 - ρ ^ 2) / (1 + ρ ^ 2) < 1 - ρ ^ 2 := by
    rw [div_lt_iff₀ (by positivity)]
    nlinarith [mul_pos hl hs]
  linarith

/-- For frames with `HasExpCovariance ρ x` and `0 < ρ < 1`, the least error from both adjacent
frames is `(1 - ρ²) / (1 + ρ²)`, strictly below the least error `1 - ρ ^ (2 |i - j|)` from any
single frame `j` other than the target `i = n + 1`. -/
theorem two_neighbours_beat_any_single_frame {ρ : ℝ} (h0 : 0 < ρ) (h1 : ρ < 1) {x : ℕ → H}
    (hx : HasExpCovariance ρ x) (n : ℕ) :
    IsLeast (predictionErrors x {n, n + 2} (n + 1)) ((1 - ρ ^ 2) / (1 + ρ ^ 2)) ∧
    ∀ j k : ℕ, j ≠ n + 1 → (((n + 1 : ℕ) : ℤ) - (j : ℤ)).natAbs = k →
      IsLeast (predictionErrors x {j} (n + 1)) (1 - ρ ^ (2 * k)) ∧
      (1 - ρ ^ 2) / (1 + ρ ^ 2) < 1 - ρ ^ (2 * k) := by
  refine ⟨neighbour_error hx (by simp) (by simp) ?_, ?_⟩
  · simp only [Set.mem_insert_iff, Set.mem_singleton_iff]
    omega
  · intro j k hj hk
    refine ⟨?_, neighbour_lt_lag h0 h1 (by omega)⟩
    rw [← lag_error hx hk]
    refine isLeast_of_uncorrelated (Submodule.smul_mem _ _
      (Submodule.subset_span (Set.mem_image_of_mem x (Set.mem_singleton j)))) ?_
    intro m hm
    rw [Set.mem_singleton_iff.mp hm, inner_sub_right, real_inner_smul_right,
      covariance_of_lag hx (i := j) (j := n + 1) (d := k) (by omega),
      covariance_of_lag hx (i := j) (j := j) (d := 0) (by omega)]
    ring

/-- For frames with `HasExpCovariance ρ x` and `0 < ρ < 1`, a training set `S` with both neighbours
of the unseen frame `n + 1` gives a strictly smaller least error than a training block `B` whose
last frame `m` precedes it. -/
theorem random_split_leaks {ρ : ℝ} (h0 : 0 < ρ) (h1 : ρ < 1) {x : ℕ → H}
    (hx : HasExpCovariance ρ x) {S B : Set ℕ} {n m : ℕ} (hS0 : n ∈ S) (hS2 : n + 2 ∈ S)
    (hS1 : n + 1 ∉ S) (hm : m ∈ B) (hB : ∀ j ∈ B, j ≤ m) (hmn : m ≤ n) {a b : ℝ}
    (ha : IsLeast (predictionErrors x S (n + 1)) a)
    (hb : IsLeast (predictionErrors x B (n + 1)) b) : a < b := by
  obtain ⟨d, rfl⟩ := Nat.exists_eq_add_of_le hmn
  have hblock := block_split_error hx (d + 1) hm hB
  rw [← add_assoc] at hblock
  rw [ha.unique (neighbour_error hx hS0 hS2 hS1), hb.unique hblock]
  exact neighbour_lt_lag h0 h1 (by omega)

/-- The autoregressive series driven by `e`, meant for `ρ² ≤ 1`: frame `0` is `e 0`, and each later
frame `n + 1` is `ρ` times the previous one plus `√(1 - ρ²)` times `e (n + 1)`. -/
def autoregressive (ρ : ℝ) (e : ℕ → H) : ℕ → H
  | 0 => e 0
  | n + 1 => ρ • autoregressive ρ e n + √(1 - ρ ^ 2) • e (n + 1)

/-- The standard orthonormal basis of the space of square-summable real sequences, used as
noise. -/
def whiteNoise : HilbertBasis ℕ ℝ (lp (fun _ : ℕ => ℝ) 2) :=
  HilbertBasis.ofRepr (LinearIsometryEquiv.refl ℝ _)

/-- For `ρ² ≤ 1` the autoregressive series driven by `whiteNoise` has unit variance and
covariance `ρ ^ |i - j|`. -/
theorem hasExpCovariance_witness {ρ : ℝ} (hρ : ρ ^ 2 ≤ 1) :
    HasExpCovariance ρ (autoregressive ρ (fun n => whiteNoise n)) := by
  have he : Orthonormal ℝ (fun n => whiteNoise n) := whiteNoise.orthonormal
  generalize (fun n => whiteNoise n) = e at he ⊢
  have hs : ∀ n, autoregressive ρ e (n + 1)
      = ρ • autoregressive ρ e n + √(1 - ρ ^ 2) • e (n + 1) := fun _ => rfl
  have hee : ∀ n, inner ℝ (e n) (e n) = 1 := fun n => by
    rw [real_inner_self_eq_norm_sq, he.1 n, one_pow]
  -- later noise is uncorrelated with earlier frames
  have hz : ∀ n m, n < m → inner ℝ (autoregressive ρ e n) (e m) = 0 := by
    intro n
    induction n with
    | zero => exact fun m hm => he.2 (by omega)
    | succ n ih =>
      intro m hm
      have h : inner ℝ (e (n + 1)) (e m) = 0 := he.2 (by omega)
      rw [hs, inner_add_left, real_inner_smul_left, real_inner_smul_left, ih m (by omega), h]
      ring
  have hv : ∀ n, inner ℝ (autoregressive ρ e n) (autoregressive ρ e n) = 1 := by
    intro n
    induction n with
    | zero => exact hee 0
    | succ n ih =>
      have h := hz n (n + 1) (by omega)
      have h' : inner ℝ (e (n + 1)) (autoregressive ρ e n) = 0 := by
        rw [real_inner_comm]
        exact h
      have hq : √(1 - ρ ^ 2) ^ 2 = 1 - ρ ^ 2 := Real.sq_sqrt (by linarith)
      rw [hs]
      simp only [inner_add_left, inner_add_right, real_inner_smul_left, real_inner_smul_right,
        ih, h, h', hee]
      linear_combination hq
  have hd : ∀ n d, inner ℝ (autoregressive ρ e n) (autoregressive ρ e (n + d)) = ρ ^ d := by
    intro n d
    induction d with
    | zero => rw [add_zero, hv, pow_zero]
    | succ d ih =>
      rw [← add_assoc, hs, inner_add_right, real_inner_smul_right, real_inner_smul_right, ih,
        hz n (n + d + 1) (by omega)]
      ring
  intro i j
  rcases le_total i j with h | h
  · obtain ⟨d, rfl⟩ := Nat.exists_eq_add_of_le h
    rw [hd, show ((i : ℤ) - ((i + d : ℕ) : ℤ)).natAbs = d by omega]
  · obtain ⟨d, rfl⟩ := Nat.exists_eq_add_of_le h
    rw [real_inner_comm, hd, show (((j + d : ℕ) : ℤ) - (j : ℤ)).natAbs = d by omega]

end CorrelatedFramePrediction
```

```lean
#print axioms CorrelatedFramePrediction.two_neighbours_beat_any_single_frame
#print axioms CorrelatedFramePrediction.random_split_leaks
```

```
'CorrelatedFramePrediction.two_neighbours_beat_any_single_frame' depends on axioms: [propext, Classical.choice, Quot.sound]
'CorrelatedFramePrediction.random_split_leaks' depends on axioms: [propext, Classical.choice, Quot.sound]
```

### How the Lean proof is put together

`isLeast_of_uncorrelated` is the optimality step. Induction over the span extends orthogonality from the training frames to all their combinations, and `norm_add_sq_real` then supplies Pythagoras.

`covariance_of_lag` turns each inner product into a power of $\rho$, with `omega` checking the lag. `lag_error` expands the square for one frame, and `block_split_error` writes each training frame as lying $d$ steps before the last one, as above.

`neighbour_error` introduces the weight through the equation `c * (1 + ρ ^ 2) = ρ`. After multiplication by $1+\rho^2$, the two sides of the error formula differ by $2\bigl(c(1+\rho^2)-\rho\bigr)^2$, which vanishes by that equation; this is the first `linear_combination`. The other two are the orthogonality checks for training frames after and before the target.

`neighbour_lt_lag` is the chain of inequalities. `random_split_leaks` uses the uniqueness of a least element to replace `a` and `b` by the two formulas, and then applies that chain.

The last part of the file shows that such series exist. `autoregressive` starts from $a_0=e_0$ and continues with
$$a_{n+1}=\rho\,a_n+\sqrt{1-\rho^2}\,e_{n+1},$$
where the $e_n$ are the orthonormal vectors `whiteNoise`. In `hasExpCovariance_witness`, induction first shows that later noise is orthogonal to earlier frames. The variance then stays at $\rho^2+(1-\rho^2)=1$, and each further step of lag multiplies the covariance by $\rho$.

### Leaving a gap around the test frame

The same argument treats a split that discards the frames closest to the target. If the training set contains $t-k$ and $t+k$ but nothing strictly between them, replace $\rho$ by $\rho^k$ in the weight. The residual is again uncorrelated with every training frame, and the least error becomes
$$\frac{1-\rho^{2k}}{1+\rho^{2k}}.$$
The file treats the case $k=1$. For $0<\rho<1$ the error tends to the full variance $1$ as the gap grows, so in this model, with a gap of several relaxation times on each side, linear prediction from the training frames is hardly better than predicting the mean.
